# A separable impurity of nonzero strength that couples to every state of a finite crystal has exactly one level in each gap

The unperturbed crystal has finitely many states, labelled by j, with real energies e_j. Each carries a positive weight w_j, which later becomes |φ_j|², the squared overlap of state j with the impurity orbital φ. The local Green function is

G(E) = ∑_j w_j / (E − e_j).

A gap is an open interval (u, v) whose two ends are unperturbed energies, with no unperturbed energy inside. The real number V is the impurity strength, positive for repulsion and negative for attraction.

```lean
import Mathlib

open Filter Topology Set

namespace ImpurityGapLevel

variable {ι : Type*} {w e : ι → ℝ} {u v : ℝ}
```

The first line loads Mathlib. The `variable` line declares a set of labels `ι`, two real-valued functions `w` and `e` on it (so `e j` is e_j), and two real numbers `u` and `v`.

```lean
/-- The interval `(u, v)` is a gap: both edges are unperturbed energies and none lies between. -/
structure IsGap (e : ι → ℝ) (u v : ℝ) : Prop where
  lt : u < v
  lower : ∃ a, e a = u
  upper : ∃ b, e b = v
  empty : ∀ j, e j ≤ u ∨ v ≤ e j
```

A `structure` bundles several conditions. Here they are u < v, some state a with e_a = u, some state b with e_b = v, and for every j either e_j ≤ u or v ≤ e_j. Degenerate energies are allowed. Any two neighbouring distinct energies form a gap in this sense, including those inside what would become a band in a large crystal.

## G takes every value once in the gap

```lean
/-- Within a gap, each pole term `w_j / (E - e_j)` decreases strictly with the energy `E`. -/
theorem term_lt (hw : ∀ j, 0 < w j) (h : IsGap e u v) {x y : ℝ} (hx : x ∈ Ioo u v)
    (hy : y ∈ Ioo u v) (hxy : x < y) (j : ι) : w j / (y - e j) < w j / (x - e j) := by
  obtain ⟨hx1, hx2⟩ := hx
  obtain ⟨hy1, hy2⟩ := hy
  -- both energies lie on the same side of the pole
  have hp : 0 < (x - e j) * (y - e j) := by
    rcases h.empty j with hj | hj
    · exact mul_pos (by linarith) (by linarith)
    · exact mul_pos_of_neg_of_neg (by linarith) (by linarith)
  have hd : w j / (x - e j) - w j / (y - e j)
      = w j * (y - x) / ((x - e j) * (y - e j)) := by
    rw [div_sub_div _ _ (left_ne_zero_of_mul hp.ne') (right_ne_zero_of_mul hp.ne')]
    congr 1
    ring
  have := div_pos (mul_pos (hw j) (sub_pos.2 hxy)) hp
  linarith
```

In a theorem, the hypotheses stand before the first colon that lies outside all brackets, the claim after it, and the proof after `:=`. `Ioo u v` is the open interval (u, v). For x < y in the gap,

w_j/(x − e_j) − w_j/(y − e_j) = w_j (y − x) / ((x − e_j)(y − e_j)).

Both x and y lie on the same side of e_j, so the denominator is positive (`hp`), and so is the right-hand side. The identity is `hd`. The tactic `linarith` finishes arguments that need only linear inequalities.

```lean
variable [Fintype ι]

/-- The local Green function `G(E) = ∑ w_j / (E - e_j)`, for energies `E` different from
every `e_j`. -/
noncomputable def green (w e : ι → ℝ) (E : ℝ) : ℝ := ∑ j, w j / (E - e j)
```

This is G(E), with `Fintype ι` saying that there are finitely many states. The theorems use it only at energies different from every e_j.

```lean
/-- The Green function decreases strictly across a gap. -/
theorem green_strictAntiOn (hw : ∀ j, 0 < w j) (h : IsGap e u v) :
    StrictAntiOn (green w e) (Ioo u v) := by
  intro x hx y hy hxy
  obtain ⟨a, _⟩ := h.lower
  exact Finset.sum_lt_sum_of_nonempty ⟨a, Finset.mem_univ a⟩
    (fun j _ => term_lt hw h hx hy hxy j)
```

`StrictAntiOn` means strictly decreasing on a set. Each term decreases strictly and there is at least one term, so the sum decreases strictly.

```lean
/-- The Green function exceeds any given value somewhere in the gap. -/
theorem exists_green_gt (hw : ∀ j, 0 < w j) (h : IsGap e u v) (c : ℝ) :
    ∃ E ∈ Ioo u v, c < green w e E := by
  obtain ⟨a, ha⟩ := h.lower
  have huv := h.lt
  obtain ⟨m, hm⟩ : ∃ m, m = (u + v) / 2 := ⟨_, rfl⟩
  have hmu : 0 < m - u := by linarith
  obtain ⟨q, hq⟩ : ∃ q, q = w a / (m - u) := ⟨_, rfl⟩
  have hq0 : 0 < q := hq ▸ div_pos (hw a) hmu
  have hqm : q * (m - u) = w a := by rw [hq]; exact div_mul_cancel₀ _ hmu.ne'
  obtain ⟨K, hK⟩ : ∃ K, K = |c - green w e m| + 1 + q := ⟨_, rfl⟩
  have habs := abs_nonneg (c - green w e m)
  have hK0 : 0 < K := by linarith
  -- at distance `w a / K` from the edge, the pole term equals `K`
  have hd0 : 0 < w a / K := div_pos (hw a) hK0
  have hdm : w a / K < m - u := by
    rw [div_lt_iff₀ hK0, hK]
    nlinarith [mul_nonneg hmu.le habs]
  have hE : u + w a / K ∈ Ioo u v := ⟨by linarith, by linarith⟩
  have hmI : m ∈ Ioo u v := ⟨by linarith, by linarith⟩
  refine ⟨u + w a / K, hE, ?_⟩
  have hs := Finset.single_le_sum
    (f := fun j => w j / (u + w a / K - e j) - w j / (m - e j))
    (fun j _ => sub_nonneg.2 (term_lt hw h hE hmI (by linarith) j).le) (Finset.mem_univ a)
  have hpole : w a / (u + w a / K - e a) = K := by
    rw [ha, add_sub_cancel_left]
    exact div_div_cancel₀ (hw a).ne'
  simp only [Finset.sum_sub_distrib] at hs
  rw [hpole, ha, ← hq] at hs
  change K - q ≤ green w e (u + w a / K) - green w e m at hs
  linarith [le_abs_self (c - green w e m)]
```

For any real c, some E in the gap has G(E) > c. The pole at u provides it, and the proof names a suitable energy. Let e_a = u, and set

m = (u + v)/2, q = w_a/(m − u), K = |c − G(m)| + 1 + q, E = u + w_a/K.

Since K > q, the energy E lies between u and m. Every term of G is larger at E than at m, so the total increase is at least that of term a alone, which rises from q to K:

G(E) − G(m) ≥ K − q = |c − G(m)| + 1 > c − G(m).

Hence G(E) > c. The step from one term to the whole sum is `Finset.single_le_sum`.

```lean
/-- The Green function takes every real value exactly once in a gap. -/
theorem existsUnique_green_eq (hw : ∀ j, 0 < w j) (h : IsGap e u v) (c : ℝ) :
    ∃! E, E ∈ Ioo u v ∧ green w e E = c := by
  obtain ⟨x, hx, hcx⟩ := exists_green_gt hw h c
  -- reflecting all energies exchanges the two gap edges
  have hr : IsGap (fun j => -e j) (-v) (-u) :=
    ⟨neg_lt_neg h.lt, h.upper.imp fun _ hb => by rw [hb], h.lower.imp fun _ hb => by rw [hb],
      fun j => (h.empty j).symm.imp neg_le_neg neg_le_neg⟩
  obtain ⟨y, hy, hcy⟩ := exists_green_gt hw hr (-c)
  have hyI : -y ∈ Ioo u v := ⟨by linarith [hy.2], by linarith [hy.1]⟩
  have hneg : green w (fun j => -e j) y = -green w e (-y) := by
    simp only [green, ← Finset.sum_neg_distrib]
    refine Finset.sum_congr rfl fun j _ => ?_
    rw [← div_neg]
    congr 1
    ring
  have hcont : ContinuousOn (green w e) (Ioo u v) := by
    refine continuousOn_finsetSum _ fun j _ => ?_
    refine ContinuousOn.div (by fun_prop) (by fun_prop) fun E hE => ?_
    rcases h.empty j with hj | hj
    · exact (by linarith [hE.1] : 0 < E - e j).ne'
    · exact (by linarith [hE.2] : E - e j < 0).ne
  obtain ⟨E, hE, hEc⟩ := isPreconnected_Ioo.intermediate_value hyI hx hcont
    ⟨by linarith, hcx.le⟩
  exact ⟨E, ⟨hE, hEc⟩, fun F hF =>
    (green_strictAntiOn hw h).injOn hF.1 hE (hF.2.trans hEc.symm)⟩
```

The symbol `∃!` means "there is exactly one". The previous theorem gives a point x with G(x) > c. For a point with G < c, reflect the energies, e_j → −e_j. The gap becomes (−v, −u), and the reflected Green function at y is

∑_j w_j/(y + e_j) = −G(−y).

Applying the previous theorem to it with −c gives G(−y) < c, with −y in the original gap. G is continuous there because no denominator vanishes, so it takes the value c somewhere. Strict decrease excludes a second place.

The proof turns on `isPreconnected_Ioo.intermediate_value`. This form of the intermediate value theorem takes a connected set, a function continuous on it and two points of the set, and returns a point of the set for any value between the two function values. It suits the gap because it never evaluates G at the edges, where the poles sit.

## The root, its side of E₀ and its limit

```lean
/-- In a gap, `G` has a single zero `E₀`, and for each `V ≠ 0` the condition `V G(E) = 1` has a
single root `L V`, below `E₀` for `V > 0`, above it for `V < 0`, tending to `E₀` as `|V| → ∞`. -/
theorem impurity_level (hw : ∀ j, 0 < w j) (h : IsGap e u v) :
    ∃ E₀ ∈ Ioo u v, (∀ E ∈ Ioo u v, (green w e E = 0 ↔ E = E₀)) ∧
      ∃ L : ℝ → ℝ, (∀ V, V ≠ 0 → L V ∈ Ioo u v ∧
        (∀ E ∈ Ioo u v, (V * green w e E = 1 ↔ E = L V)) ∧
        (0 < V → L V < E₀) ∧ (V < 0 → E₀ < L V)) ∧
      Tendsto L (Bornology.cobounded ℝ) (𝓝 E₀) := by
  have anti := green_strictAntiOn hw h
  have key : ∀ x ∈ Ioo u v, ∀ y ∈ Ioo u v, green w e y < green w e x → x < y := by
    intro x hx y hy hxy
    by_contra hn
    exact absurd (anti.antitoneOn hy hx (not_lt.1 hn)) (not_le.2 hxy)
  obtain ⟨E₀, ⟨h0, hz⟩, -⟩ := existsUnique_green_eq hw h 0
  choose L hL hLV using fun V : ℝ => (existsUnique_green_eq hw h V⁻¹).exists
  refine ⟨E₀, h0, fun E hE => ⟨fun hG => anti.injOn hE h0 (hG.trans hz.symm),
    fun hG => hG ▸ hz⟩, L, fun V hV => ⟨hL V, fun E hE => ⟨fun hG => ?_, fun hG => ?_⟩,
    fun hp => ?_, fun hn => ?_⟩, tendsto_order.2 ⟨fun a ha => ?_, fun b hb => ?_⟩⟩
  · exact anti.injOn hE (hL V) ((eq_inv_of_mul_eq_one_right hG).trans (hLV V).symm)
  · rw [hG, hLV, mul_inv_cancel₀ hV]
  · exact key _ (hL V) _ h0 (by rw [hz, hLV]; exact inv_pos.2 hp)
  · exact key _ h0 _ (hL V) (by rw [hz, hLV]; exact inv_lt_zero.2 hn)
  · -- squeeze from below, using `1 / V → 0`
    have hm : max a ((u + E₀) / 2) < E₀ := max_lt ha (by linarith [h0.1])
    have hmI : max a ((u + E₀) / 2) ∈ Ioo u v :=
      ⟨lt_of_lt_of_le (by linarith [h0.1]) (le_max_right _ _), hm.trans h0.2⟩
    have hG := anti hmI h0 hm
    rw [hz] at hG
    filter_upwards [tendsto_inv₀_cobounded.eventually_lt_const hG] with V hV
    exact (le_max_left _ _).trans_lt (key _ hmI _ (hL V) (by rw [hLV]; exact hV))
  · have hm : E₀ < min b ((E₀ + v) / 2) := lt_min hb (by linarith [h0.2])
    have hmI : min b ((E₀ + v) / 2) ∈ Ioo u v :=
      ⟨h0.1.trans hm, lt_of_le_of_lt (min_le_right _ _) (by linarith [h0.2])⟩
    have hG := anti h0 hmI hm
    rw [hz] at hG
    filter_upwards [tendsto_inv₀_cobounded.eventually_const_lt hG] with V hV
    exact (key _ (hL V) _ hmI (by rw [hLV]; exact hV)).trans_le (min_le_left _ _)
```

In words: there is an E₀ in the gap that is the only zero of G there. There is also a function L such that, for each V ≠ 0, L(V) is the only solution of V G(E) = 1 in the gap. It lies below E₀ for V > 0 and above E₀ for V < 0. Finally, L(V) → E₀ as |V| → ∞; `Bornology.cobounded ℝ` expresses |V| → ∞ with either sign of V, and `𝓝 E₀` stands for the neighbourhoods of E₀.

E₀ comes from the previous theorem with c = 0, and L(V) from c = 1/V; `choose` collects these roots into a function. The auxiliary fact `key` says that a larger value of G means a lower energy. For V > 0,

G(L(V)) = 1/V > 0 = G(E₀),

so L(V) < E₀. For V < 0 the inequalities reverse.

For the limit, take any a < E₀ and let m = max(a, (u + E₀)/2), which lies in the gap below E₀. Then G(m) > 0. Once |V| is large enough, 1/V < G(m), so L(V) > m ≥ a. The mirrored argument keeps L(V) below any b > E₀, and `tendsto_order` combines the two bounds into convergence.

The condition could also have been modelled as G(E) = 1/V. For V ≠ 0 nothing would change, but Lean sets 1/0 = 0, so at V = 0 the equation would report a level at E₀ for a crystal without an impurity. The product form V G(E) = 1 has no solution at V = 0, as it should.

```lean
/-- For strengths `V < V'` of the same sign, a root of `V G(E) = 1` in a gap lies below a root of
`V' G(E) = 1` in the same gap. -/
theorem level_lt_level (hw : ∀ j, 0 < w j) (h : IsGap e u v) {V V' E E' : ℝ}
    (hE : E ∈ Ioo u v) (hE' : E' ∈ Ioo u v) (h1 : V * green w e E = 1)
    (h2 : V' * green w e E' = 1) (hs : 0 < V * V') (hV : V < V') : E < E' := by
  by_contra hn
  have hG := (green_strictAntiOn hw h).antitoneOn hE' hE (not_lt.1 hn)
  have hm := mul_le_mul_of_nonneg_left hG hs.le
  have ha : V * V' * green w e E = V' := by linear_combination V' * h1
  have hb : V * V' * green w e E' = V := by linear_combination V * h2
  linarith
```

Here V and V' have the same sign (V V' > 0), V < V', and E and E' are the corresponding roots. Then 1/V > 1/V', so G(E) > G(E') and E < E'. Lean argues by contradiction: if E' ≤ E, then G(E) ≤ G(E'), and multiplying by V V' gives V' ≤ V. The equal-sign condition matters, since the levels for negative V lie above those for positive V.

## From the root to an eigenvalue

```lean
variable [DecidableEq ι]

/-- The Hamiltonian `diag(e) + V |φ⟩⟨φ|` of a crystal with one separable impurity. -/
noncomputable def hamiltonian (e : ι → ℝ) (φ : ι → ℂ) (V : ℝ) : Matrix ι ι ℂ :=
  Matrix.of fun j k => (if j = k then (e j : ℂ) else 0) + V * φ j * starRingEnd ℂ (φ k)
```

This is the matrix H = diag(e) + V |φ⟩⟨φ| in the basis of unperturbed states:

H_jk = e_j δ_jk + V φ_j φ_k*.

`starRingEnd ℂ` is complex conjugation. The orbital φ need not be normalised. If N = ∑_j |φ_j|² is nonzero, the same H belongs to the normalised orbital φ/√N with strength V N.

```lean
/-- The energy `E` is an eigenvalue of the matrix `H`. -/
def IsLevel (H : Matrix ι ι ℂ) (E : ℝ) : Prop :=
  ∃ ψ : ι → ℂ, ψ ≠ 0 ∧ H.mulVec ψ = (E : ℂ) • ψ
```

E is a level of H if Hψ = Eψ for some ψ ≠ 0.

```lean
/-- Away from the unperturbed energies, `E` is an eigenvalue of the impurity Hamiltonian exactly
when `V G(E) = 1`, with weights `|φ_j|²`. -/
theorem isLevel_iff (φ : ι → ℂ) (V E : ℝ) (hE : ∀ j, E ≠ e j) :
    IsLevel (hamiltonian e φ V) E ↔ V * green (fun j => ‖φ j‖ ^ 2) e E = 1 := by
  have hne : ∀ j, (E : ℂ) - e j ≠ 0 := fun j =>
    sub_ne_zero.2 fun hc => hE j (Complex.ofReal_injective hc)
  have happ : ∀ (ψ : ι → ℂ) (j : ι), (hamiltonian e φ V).mulVec ψ j
      = e j * ψ j + V * φ j * ∑ k, starRingEnd ℂ (φ k) * ψ k := by
    intro ψ j
    simp [hamiltonian, Matrix.mulVec, dotProduct, add_mul, Finset.sum_add_distrib,
      Finset.mul_sum, mul_assoc]
  have hG : ((green (fun j => ‖φ j‖ ^ 2) e E : ℝ) : ℂ)
      = ∑ j, starRingEnd ℂ (φ j) * (φ j / ((E : ℂ) - e j)) := by
    simp only [green, Complex.ofReal_sum]
    refine Finset.sum_congr rfl fun j _ => ?_
    push_cast
    rw [← Complex.conj_mul', mul_div_assoc]
  constructor
  · rintro ⟨ψ, hψ, hH⟩
    obtain ⟨S, hS⟩ : ∃ S, S = ∑ k, starRingEnd ℂ (φ k) * ψ k := ⟨_, rfl⟩
    -- the amplitudes are fixed by the overlap `S` with the impurity orbital
    have hj : ∀ j, ψ j = V * S * (φ j / ((E : ℂ) - e j)) := by
      intro j
      have hc := congrFun hH j
      rw [happ, ← hS, Pi.smul_apply, smul_eq_mul] at hc
      rw [← mul_div_assoc, eq_div_iff (hne j)]
      linear_combination -hc
    have hS0 : S ≠ 0 := by
      intro h0
      apply hψ
      funext j
      rw [hj j, h0]
      simp
    have hSG : S = V * S * ((green (fun j => ‖φ j‖ ^ 2) e E : ℝ) : ℂ) := by
      rw [hG, Finset.mul_sum]
      refine hS.trans (Finset.sum_congr rfl fun k _ => ?_)
      rw [hj k]
      ring
    have hc : (V : ℂ) * ((green (fun j => ‖φ j‖ ^ 2) e E : ℝ) : ℂ) = 1 :=
      mul_left_cancel₀ hS0 (by linear_combination -hSG)
    exact_mod_cast hc
  · intro hV
    have hc : (V : ℂ) * ((green (fun j => ‖φ j‖ ^ 2) e E : ℝ) : ℂ) = 1 := by
      exact_mod_cast hV
    refine ⟨fun j => φ j / ((E : ℂ) - e j), fun h0 => ?_, ?_⟩
    · have hz : ∀ j, φ j / ((E : ℂ) - e j) = 0 := fun j => congrFun h0 j
      rw [hG] at hc
      simp only [hz, mul_zero, Finset.sum_const_zero] at hc
      exact zero_ne_one hc
    · funext j
      rw [happ, ← hG, Pi.smul_apply, smul_eq_mul]
      have hd := div_mul_cancel₀ (φ j) (hne j)
      linear_combination φ j * hc - hd
```

For E different from every e_j, being an eigenvalue is equivalent to V G(E) = 1 with w_j = |φ_j|². This holds for any φ and V, including zero.

Suppose Hψ = Eψ and write S = ∑_k φ_k* ψ_k. Row j reads

e_j ψ_j + V φ_j S = E ψ_j, so ψ_j = V S φ_j/(E − e_j).

If S were zero, ψ would vanish, so S ≠ 0. Multiplying by φ_j* and summing over j gives S = V S G(E), and cancelling S leaves V G(E) = 1.

Conversely, let V G(E) = 1 and take ψ_j = φ_j/(E − e_j). Its overlap S equals G(E), so row j gives

e_j ψ_j + V φ_j G(E) = e_j ψ_j + φ_j = E ψ_j.

This ψ is nonzero, since otherwise G(E) would be zero. Dividing it by the square root of ∑_j |φ_j|²/(E − e_j)² normalises it. In the code, `happ` is the row formula, `hG` writes G as an overlap, and `linear_combination` does the algebra.

```lean
/-- An impurity of nonzero strength that couples to every unperturbed state has exactly one
eigenvalue in each gap. -/
theorem existsUnique_isLevel (h : IsGap e u v) (φ : ι → ℂ) (hφ : ∀ j, φ j ≠ 0) {V : ℝ}
    (hV : V ≠ 0) : ∃! E, E ∈ Ioo u v ∧ IsLevel (hamiltonian e φ V) E := by
  have hw : ∀ j, 0 < ‖φ j‖ ^ 2 := fun j => pow_pos (norm_pos_iff.2 (hφ j)) 2
  have hoff : ∀ E ∈ Ioo u v, ∀ j, E ≠ e j := by
    intro E hE j hj
    rcases h.empty j with h1 | h1
    · linarith [hE.1]
    · linarith [hE.2]
  obtain ⟨_, _, _, L, hL, _⟩ := impurity_level hw h
  obtain ⟨hI, hroot, _⟩ := hL V hV
  exact ⟨L V, ⟨hI, (isLevel_iff φ V _ (hoff _ hI)).2 ((hroot _ hI).2 rfl)⟩,
    fun F hF => (hroot F hF.1).1 ((isLevel_iff φ V F (hoff F hF.1)).1 hF.2)⟩

end ImpurityGapLevel
```

If V ≠ 0 and every φ_j ≠ 0, then H has exactly one eigenvalue in the gap. The condition on φ says that the impurity orbital overlaps every state j of the chosen basis, which makes all weights positive. At a degenerate energy some combinations of these states are still orthogonal to φ; they remain eigenstates at that unperturbed energy, so they add no level inside a gap. No unperturbed energy lies inside the gap, so the equivalence above turns the unique root L(V) into the unique eigenvalue.

For electronic structure, this means that in a finite, non-interacting crystal with one separable impurity of this kind, strengthening the impurity does not push its gap level out of the gap: the level settles at the zero of G. The theorems take no infinite-crystal limit, and they rely on a discrete pole at each gap edge. Electron–electron interaction, lattice relaxation and impurity potentials of higher rank are not covered.

```lean
#print axioms ImpurityGapLevel.level_lt_level
#print axioms ImpurityGapLevel.existsUnique_isLevel
```

```
'ImpurityGapLevel.level_lt_level' depends on axioms: [propext, Classical.choice, Quot.sound]
'ImpurityGapLevel.existsUnique_isLevel' depends on axioms: [propext, Classical.choice, Quot.sound]
```
